# A lower bound and the exact bound state for an attractive impurity on the infinite tight-binding chain

## Definitions and conventions

The sites of the chain are the integers $n \in \mathbb{Z}$, and a state is a real amplitude $x_n$ on each site, in Lean `x : ℤ → ℝ`. Neighbours are coupled by the matrix element $-t$, site $0$ has energy $-g$, and all other sites have energy zero, which fixes the origin of the energy scale. With $\delta_{n0}$ equal to $1$ at $n = 0$ and $0$ elsewhere,

$$(Hx)_n = -t\,(x_{n+1} + x_{n-1}) - g\,\delta_{n0}\,x_n ,$$

$$\mathcal{E}(x) = -2t\sum_n x_n x_{n+1} - g\,x_0^2, \qquad \|x\|^2 = \sum_n x_n^2, \qquad E = -\sqrt{g^2 + 4t^2}.$$

These are `hamiltonian t g x n`, `energy t g x`, `normSq x` and `groundEnergy t g`. Each bond $(n, n+1)$ is counted once in $\mathcal{E}$, and the factor $2$ collects the two matrix elements that belong to it. States are not normalised, so a bound on the Rayleigh quotient $\mathcal{E}(x)/\|x\|^2$ is written with the denominator multiplied out.

For a real number $q > 0$, three more objects are used: the state $\varphi_n = q^{|n|}$ (`boundState q n`, with `n.natAbs` for $|n|$), the bond ratio $r_n$ equal to $q$ for $n \ge 0$ and $1/q$ for $n < 0$ (`ratio q n`), and the bond term $\beta_n = t\,(r_n x_n - x_{n+1})^2 / r_n$ (`bond t q x n`). The index $n$ of $r_n$ and $\beta_n$ labels the bond from $n$ to $n+1$. The condition that ties $q$ to the model is
$$t\,(1/q - q) = g. \tag{$*$}$$

## The bound

`energy_lower_bound`: for $t > 0$, $g > 0$ and every square-summable $x$, that is under `hx : Summable fun n => x n ^ 2`, one has $E\,\|x\|^2 \le \mathcal{E}(x)$.

`finite_lower_bound`: for $t > 0$, $g > 0$ and $x$ vanishing outside a finite set $S$ of sites (`s : Finset ℤ`),
$$E \sum_{n \in S} x_n^2 \;\le\; -2t \sum_{n \in S} x_n x_{n+1} - g\,x_0^2 .$$
The set $S$ may have gaps, may omit site $0$, and may be empty, where both sides are zero. For $S = \{0\}$ the statement is $E x_0^2 \le -g x_0^2$.

`energy_eq_iff`: for $t > 0$, $q > 0$ obeying $(*)$ and square-summable $x$, the equality $\mathcal{E}(x) = E\,\|x\|^2$ holds exactly when $x_n = x_0 \varphi_n$ for all $n$.

`boundState_eigenvector`: for $t > 0$ and $0 < q < 1$ obeying $(*)$, the state $\varphi$ is square summable, satisfies $(H\varphi)_n = E\varphi_n$ at every site, and has $\mathcal{E}(\varphi) = E\,\|\varphi\|^2$. By `exists_decay` such a $q$ exists whenever $t, g > 0$.

The two bounds, the equality case and the attainment of $E$ by $\varphi$ rest on one identity, `bond_hasSum`, which holds for $t \ge 0$, $q > 0$ obeying $(*)$ and square-summable $x$:
$$\sum_n \beta_n = \mathcal{E}(x) - E\,\|x\|^2 .$$

## Use in a code

The model describes one particle, or non-interacting electrons, with orthonormal orbitals, one per site, nearest-neighbour hopping and a single attractive site, such as a heteroatom more electronegative than carbon in a Hückel carbon chain when its two bonds are given the same hopping $t$ as all others. Within that restriction $E$ is a floor, with a known minimiser, for the variational energy of a single particle or orbital; the total energy of several electrons is a sum of orbital energies and can lie below $E$. A code cuts the chain to sites $-L, \dots, L$ for an integer $L \ge 0$, stores the tridiagonal matrix with $-t$ off the diagonal and $-g$ at the impurity, and computes a Rayleigh quotient or a lowest eigenvalue. With open ends, a real vector of that matrix problem is a state that vanishes outside $S = \{-L, \dots, L\}$, and the term $x_L x_{L+1}$ in the sum is zero. The quotient then cannot fall below $E$ by more than rounding error, and a larger violation points to a fault such as a doubly counted bond.

The closed forms and numbers in the next three paragraphs are not among the theorems, and Lean has not been run on them.

The geometric series gives $\|\varphi\|^2 = (1+q^2)/(1-q^2)$, so the normalised amplitudes are $q^{|n|}\sqrt{(1-q^2)/(1+q^2)}$ and the probability on the impurity is $g/|E|$. If $\varphi$ is cut off beyond $|n| = L$, only the bonds $n = L$ and $n = -L-1$ have nonzero $\beta_n$, each equal to $t q^{2L+1}$, so the excess $\mathcal{E} - E\|x\|^2$ is $2tq^{2L+1}$. For $t = 1$, $g = 3/2$ one finds $q = 1/2$, $E = -5/2$ and impurity weight $3/5$; the vector $(1/2, 1, 1/2)$ has $\mathcal{E} = -7/2$, $\|x\|^2 = 3/2$, quotient $-7/3$ and excess $1/4$.

Periodic boundaries add a bond that the infinite chain lacks. On a ring of $N \ge 3$ sites the uniform vector has quotient $-2t - g/N$, which lies below $E$ for small $g$, so the floor must not be asserted for a ring.

Of the two equal expressions $q = (|E| - g)/(2t) = 2t/(|E| + g)$, the second avoids cancellation in floating point when $g \gg t$.

## Derivation

For $\|x\| = 1$ the form $\mathcal{E}$ is the usual expectation value: in $\sum_n x_n (Hx)_n$ the term $\sum_n x_n x_{n-1}$ becomes $\sum_n x_n x_{n+1}$ after a shift by one site.

1. *Decay factor.* Put $s = \sqrt{g^2 + 4t^2}$. Then $s > g$ because $s^2 > g^2$, and $s < g + 2t$ because $(g+2t)^2 = s^2 + 4tg$. Hence $q = (s-g)/(2t)$ lies in $(0,1)$. From $(s-g)(s+g) = 4t^2$ follows $1/q = (s+g)/(2t)$, and so $t(1/q - q) = g$. For any $q > 0$ obeying $(*)$,
$$g^2 + 4t^2 = t^2\,(q^{-2} - 2 + q^2) + 4t^2 = t^2\,(q + 1/q)^2,$$
and since $t(q + 1/q) \ge 0$, this gives $E = -t(q + 1/q)$.

2. *Ratios and site balance.* For $n \ge 0$, $|n+1| = |n| + 1$, and for $n < 0$, $|n| = |n+1| + 1$; in both cases $\varphi_{n+1} = r_n \varphi_n$. At every site
$$t\,r_n + t/r_{n-1} + g\,\delta_{n0} = t\,(q + 1/q).$$
For $n < 0$ both ratios are $1/q$ and the left side is $t/q + tq$. For $n > 0$ both are $q$ and it is $tq + t/q$. For $n = 0$, $r_0 = q$ and $r_{-1} = 1/q$ give $2tq + g$, which equals $tq + t/q$ by $(*)$.

3. *Sum of bond terms.* Since $|x_n x_{n+1}| \le x_n^2 + x_{n+1}^2$, the hopping series converges absolutely. Expanding the square,
$$\beta_n = t\,r_n x_n^2 + t\,x_{n+1}^2 / r_n - 2t\,x_n x_{n+1}.$$
Both $r_n$ and $1/r_n$ are at most $q + 1/q$, so $a = \sum_n r_n x_n^2$ and $b = \sum_n x_n^2 / r_{n-1}$ converge, and a shift by one site gives $b = \sum_n x_{n+1}^2 / r_n$. Multiplying the site balance by $x_n^2$ and summing gives $ta + tb = t(q + 1/q)\|x\|^2 - g x_0^2$. Therefore
$$\sum_n \beta_n = ta + tb - 2t\sum_n x_n x_{n+1} = \mathcal{E}(x) - E\,\|x\|^2 .$$

4. *Bound and equality.* Each $\beta_n \ge 0$ because $t > 0$ and $r_n > 0$, which is the bound. A vanishing sum forces every $\beta_n = 0$, that is $x_{n+1} = r_n x_n$. This is the recursion that $\varphi$ obeys, and $\varphi_0 = 1$. Multiplying by $r_n$ going up and dividing by $r_n$ going down gives $x_n = x_0 \varphi_n$. Conversely, such an $x$ makes every $\beta_n$ zero.

5. *Eigenvector.* With $\varphi_{n+1} = r_n \varphi_n$ and $\varphi_{n-1} = \varphi_n / r_{n-1}$,
$$(H\varphi)_n = -\bigl(t\,r_n + t/r_{n-1} + g\,\delta_{n0}\bigr)\varphi_n = -t(q + 1/q)\,\varphi_n = E\varphi_n .$$
For $q < 1$ the squares form a geometric series of ratio $q^2$ on each half of the chain.

## The file

```lean
import Mathlib

open Finset

namespace ChainImpurity

noncomputable section

/-- Tight-binding Hamiltonian of the infinite chain: hopping `t` between neighbours and
site energy `-g` at site `0`. -/
def hamiltonian (t g : ℝ) (x : ℤ → ℝ) (n : ℤ) : ℝ :=
  -t * (x (n + 1) + x (n - 1)) - (if n = 0 then g else 0) * x n

/-- Energy form `-2t ∑ xₙ xₙ₊₁ - g x₀²`. -/
def energy (t g : ℝ) (x : ℤ → ℝ) : ℝ := -2 * t * (∑' n, x n * x (n + 1)) - g * x 0 ^ 2

/-- Squared norm `∑ xₙ²`. -/
def normSq (x : ℤ → ℝ) : ℝ := ∑' n, x n ^ 2

/-- The energy `E = -√(g² + 4t²)`. -/
def groundEnergy (t g : ℝ) : ℝ := -√(g ^ 2 + 4 * t ^ 2)

/-- The state `φₙ = q^|n|`. -/
def boundState (q : ℝ) (n : ℤ) : ℝ := q ^ n.natAbs

/-- Bond ratio `rₙ`: `q` for `n ≥ 0` and `1/q` for `n < 0`. -/
def ratio (q : ℝ) (n : ℤ) : ℝ := if 0 ≤ n then q else q⁻¹

/-- Bond term `t (rₙ xₙ - xₙ₊₁)² / rₙ`. -/
def bond (t q : ℝ) (x : ℤ → ℝ) (n : ℤ) : ℝ :=
  t * (ratio q n * x n - x (n + 1)) ^ 2 / ratio q n

variable {t g q : ℝ} {x : ℤ → ℝ}

/-- For `t, g > 0` there is a decay factor `0 < q < 1` with `t (1/q - q) = g`. -/
theorem exists_decay (ht : 0 < t) (hg : 0 < g) :
    ∃ q : ℝ, 0 < q ∧ q < 1 ∧ t * (q⁻¹ - q) = g := by
  obtain ⟨s, hs0, hs⟩ : ∃ s : ℝ, 0 ≤ s ∧ s ^ 2 = g ^ 2 + 4 * t ^ 2 :=
    ⟨√(g ^ 2 + 4 * t ^ 2), Real.sqrt_nonneg _, Real.sq_sqrt (by positivity)⟩
  have h1 : g < s := lt_of_pow_lt_pow_left₀ 2 hs0 (by nlinarith [mul_pos ht ht])
  have h2 : s < g + 2 * t :=
    lt_of_pow_lt_pow_left₀ 2 (by positivity) (by nlinarith [mul_pos ht hg])
  have h2t : 0 < 2 * t := by positivity
  have hinv : ((s - g) / (2 * t))⁻¹ = (s + g) / (2 * t) := by
    apply inv_eq_of_mul_eq_one_right
    rw [div_mul_div_comm, div_eq_one_iff_eq (mul_pos h2t h2t).ne']
    linear_combination hs
  refine ⟨(s - g) / (2 * t), div_pos (by linarith) h2t, (div_lt_one h2t).2 (by linarith), ?_⟩
  rw [hinv, ← sub_div, ← mul_div_assoc, div_eq_iff h2t.ne']
  ring

/-- If `t (1/q - q) = g` with `t ≥ 0`, `q > 0`, then `E = -t (q + 1/q)`. -/
theorem groundEnergy_eq (ht : 0 ≤ t) (hq : 0 < q) (hg : t * (q⁻¹ - q) = g) :
    groundEnergy t g = -(t * (q + q⁻¹)) := by
  have h : g ^ 2 + 4 * t ^ 2 = (t * (q + q⁻¹)) ^ 2 := by
    rw [← hg]
    linear_combination (-4 * t ^ 2) * mul_inv_cancel₀ hq.ne'
  have hp : 0 ≤ t * (q + q⁻¹) := by positivity
  rw [groundEnergy, h, Real.sqrt_sq hp]

/-- For `q > 0` the bond ratio is positive and `φₙ₊₁ = rₙ φₙ`. -/
theorem ratio_spec (hq : 0 < q) (n : ℤ) :
    0 < ratio q n ∧ boundState q (n + 1) = ratio q n * boundState q n := by
  unfold ratio boundState
  split_ifs with h
  · have e : (n + 1).natAbs = n.natAbs + 1 := by omega
    exact ⟨hq, by rw [e, pow_succ, mul_comm]⟩
  · have e : n.natAbs = (n + 1).natAbs + 1 := by omega
    exact ⟨inv_pos.2 hq, by rw [e, pow_succ', inv_mul_cancel_left₀ hq.ne']⟩

/-- Site balance: if `t (1/q - q) = g`, then `t rₙ + t / rₙ₋₁ + g δₙ₀ = t (q + 1/q)` at
every site. -/
theorem ratio_site (hg : t * (q⁻¹ - q) = g) (n : ℤ) :
    t * ratio q n + t * (ratio q (n - 1))⁻¹ + (if n = 0 then g else 0) = t * (q + q⁻¹) := by
  have rp : ∀ m : ℤ, 0 ≤ m → ratio q m = q := fun m h => if_pos h
  have rn : ∀ m : ℤ, ¬ 0 ≤ m → ratio q m = q⁻¹ := fun m h => if_neg h
  rcases lt_trichotomy n 0 with h | h | h
  · rw [rn n (by omega), rn (n - 1) (by omega), if_neg h.ne, inv_inv]
    ring
  · rw [rp n h.ge, rn (n - 1) (by omega), if_pos h, inv_inv]
    linear_combination (-1) * hg
  · rw [rp n h.le, rp (n - 1) (by omega), if_neg h.ne']
    ring

/-- The hopping series `∑ xₙ xₙ₊₁` of a square-summable state converges. -/
theorem hopping_summable (hx : Summable fun n => x n ^ 2) :
    Summable fun n => x n * x (n + 1) := by
  have hx1 : Summable fun n => x (n + 1) ^ 2 := by
    simpa [Function.comp_def] using (Equiv.addRight (1 : ℤ)).summable_iff.2 hx
  have hb : ∀ n, ‖x n * x (n + 1)‖ ≤ x n ^ 2 + x (n + 1) ^ 2 := by
    intro n
    rw [Real.norm_eq_abs, abs_le]
    constructor <;> nlinarith [sq_nonneg (x n + x (n + 1)), sq_nonneg (x n - x (n + 1))]
  exact Summable.of_norm (Summable.of_nonneg_of_le (fun _ => norm_nonneg _) hb (hx.add hx1))

/-- For `t ≥ 0`, `q > 0` with `t (1/q - q) = g` and square-summable `x`, the bond terms sum to the energy minus
`E` times the squared norm. -/
theorem bond_hasSum (ht : 0 ≤ t) (hq : 0 < q) (hg : t * (q⁻¹ - q) = g)
    (hx : Summable fun n => x n ^ 2) :
    HasSum (bond t q x) (energy t g x - groundEnergy t g * normSq x) := by
  have hr : ∀ n, 0 < ratio q n := fun n => (ratio_spec hq n).1
  have hle : ∀ n, ratio q n ≤ q + q⁻¹ ∧ (ratio q n)⁻¹ ≤ q + q⁻¹ := by
    intro n
    have := inv_pos.2 hq
    unfold ratio
    split_ifs <;> constructor <;> (try rw [inv_inv]) <;> linarith
  obtain ⟨a, ha⟩ : Summable fun n => ratio q n * x n ^ 2 :=
    Summable.of_nonneg_of_le (fun n => mul_nonneg (hr n).le (sq_nonneg _))
      (fun n => mul_le_mul_of_nonneg_right (hle n).1 (sq_nonneg _)) (hx.mul_left (q + q⁻¹))
  obtain ⟨b, hb⟩ : Summable fun n => (ratio q (n - 1))⁻¹ * x n ^ 2 :=
    Summable.of_nonneg_of_le (fun n => mul_nonneg (inv_pos.2 (hr _)).le (sq_nonneg _))
      (fun n => mul_le_mul_of_nonneg_right (hle _).2 (sq_nonneg _)) (hx.mul_left (q + q⁻¹))
  -- shift the second series by one site
  have hb' : HasSum (fun n => (ratio q n)⁻¹ * x (n + 1) ^ 2) b := by
    simpa [Function.comp_def] using (Equiv.addRight (1 : ℤ)).hasSum_iff.2 hb
  -- collect the diagonal terms site by site
  have hsite : ∀ n, t * (ratio q n * x n ^ 2) + t * ((ratio q (n - 1))⁻¹ * x n ^ 2)
      = t * (q + q⁻¹) * x n ^ 2 - if n = 0 then g * x 0 ^ 2 else 0 := by
    intro n
    have := ratio_site hg n
    by_cases h : n = 0
    · rw [if_pos h] at this ⊢
      subst h
      linear_combination x 0 ^ 2 * this
    · rw [if_neg h] at this ⊢
      linear_combination x n ^ 2 * this
  have hs : HasSum (fun n => t * (ratio q n * x n ^ 2) + t * ((ratio q (n - 1))⁻¹ * x n ^ 2))
      (t * (q + q⁻¹) * normSq x - g * x 0 ^ 2) := by
    simp only [hsite]
    exact (hx.hasSum.mul_left _).sub (hasSum_ite_eq 0 _)
  have hab := ((ha.mul_left t).add (hb.mul_left t)).unique hs
  have hval : energy t g x - groundEnergy t g * normSq x
      = t * a + t * b - 2 * t * ∑' n, x n * x (n + 1) := by
    rw [groundEnergy_eq ht hq hg, hab, energy]
    ring
  have hfun : bond t q x = fun n => t * (ratio q n * x n ^ 2)
      + t * ((ratio q n)⁻¹ * x (n + 1) ^ 2) - 2 * t * (x n * x (n + 1)) := by
    funext n
    simp only [bond]
    rw [div_eq_iff (hr n).ne']
    linear_combination (-(t * x (n + 1) ^ 2)) * mul_inv_cancel₀ (hr n).ne'
  rw [hval, hfun]
  exact ((ha.mul_left t).add (hb'.mul_left t)).sub ((hopping_summable hx).hasSum.mul_left _)

/-- Variational bound: for `t, g > 0` every square-summable state has energy at least
`E` times its squared norm. -/
theorem energy_lower_bound (ht : 0 < t) (hg : 0 < g) (hx : Summable fun n => x n ^ 2) :
    groundEnergy t g * normSq x ≤ energy t g x := by
  obtain ⟨q, hq, -, hqg⟩ := exists_decay ht hg
  have h0 : 0 ≤ ∑' n, bond t q x n := tsum_nonneg fun n =>
    div_nonneg (mul_nonneg ht.le (sq_nonneg _)) (ratio_spec hq n).1.le
  rw [(bond_hasSum ht.le hq hqg hx).tsum_eq] at h0
  linarith

/-- For `t, g > 0` and a state vanishing outside a finite set `s` of sites,
`E ∑ xₙ² ≤ -2t ∑ xₙ xₙ₊₁ - g x₀²` with sums over `s`. -/
theorem finite_lower_bound (ht : 0 < t) (hg : 0 < g) (s : Finset ℤ) (hs : ∀ n ∉ s, x n = 0) :
    groundEnergy t g * ∑ n ∈ s, x n ^ 2
      ≤ -2 * t * (∑ n ∈ s, x n * x (n + 1)) - g * x 0 ^ 2 := by
  have h1 : HasSum (fun n => x n ^ 2) (∑ n ∈ s, x n ^ 2) :=
    hasSum_sum_of_ne_finset_zero fun n hn => by simp [hs n hn]
  have h2 : HasSum (fun n => x n * x (n + 1)) (∑ n ∈ s, x n * x (n + 1)) :=
    hasSum_sum_of_ne_finset_zero fun n hn => by simp [hs n hn]
  have h := energy_lower_bound ht hg h1.summable
  rwa [normSq, energy, h1.tsum_eq, h2.tsum_eq] at h

/-- Equality case: for `t, q > 0` with `t (1/q - q) = g`, a square-summable state has energy
`E` times its squared norm exactly when `xₙ = x₀ q^|n|` for all `n`. -/
theorem energy_eq_iff (ht : 0 < t) (hq : 0 < q) (hg : t * (q⁻¹ - q) = g)
    (hx : Summable fun n => x n ^ 2) :
    energy t g x = groundEnergy t g * normSq x ↔ ∀ n, x n = x 0 * boundState q n := by
  have hs := bond_hasSum ht.le hq hg hx
  have hb : ∀ n, 0 ≤ bond t q x n := fun n =>
    div_nonneg (mul_nonneg ht.le (sq_nonneg _)) (ratio_spec hq n).1.le
  constructor
  · intro h n
    rw [h, sub_self] at hs
    -- every bond term vanishes, which gives a recursion along the chain
    have hrec : ∀ m, x (m + 1) = ratio q m * x m := by
      intro m
      have h0 : bond t q x m = 0 := le_antisymm (le_hasSum hs m fun j _ => hb j) (hb m)
      have h1 := (div_eq_zero_iff.1 h0).resolve_right (ratio_spec hq m).1.ne'
      have h2 := (pow_eq_zero_iff two_ne_zero).1 ((mul_eq_zero.1 h1).resolve_left ht.ne')
      linarith
    refine Int.induction_on n ?_ (fun i ih => ?_) (fun i ih => ?_)
    · simp [boundState]
    · linear_combination hrec i - x 0 * (ratio_spec hq i).2 + ratio q i * ih
    · have h1 := hrec (-(i : ℤ) - 1)
      have h2 := (ratio_spec hq (-(i : ℤ) - 1)).2
      rw [sub_add_cancel] at h1 h2
      apply mul_left_cancel₀ (ratio_spec hq (-(i : ℤ) - 1)).1.ne'
      linear_combination ih - h1 + x 0 * h2
  · intro h
    have hz : bond t q x = fun _ => 0 := by
      funext n
      have e : ratio q n * x n - x (n + 1) = 0 := by
        linear_combination ratio q n * h n - h (n + 1) - x 0 * (ratio_spec hq n).2
      simp [bond, e]
    rw [hz] at hs
    exact sub_eq_zero.1 (hs.unique hasSum_zero)

/-- For `t > 0`, `0 < q < 1`, `t (1/q - q) = g`, the state `q^|n|` is square summable,
satisfies `Hφ = Eφ` at every site, and has energy `E` times its squared norm. -/
theorem boundState_eigenvector (ht : 0 < t) (hq : 0 < q) (hq1 : q < 1)
    (hg : t * (q⁻¹ - q) = g) :
    (Summable fun n => boundState q n ^ 2) ∧
    (∀ n, hamiltonian t g (boundState q) n = groundEnergy t g * boundState q n) ∧
    energy t g (boundState q) = groundEnergy t g * normSq (boundState q) := by
  have geo : Summable fun n : ℕ => (q ^ n) ^ 2 :=
    (summable_geometric_of_lt_one (sq_nonneg q) (by nlinarith)).congr fun n => by ring
  have hsum : Summable fun n => boundState q n ^ 2 :=
    Summable.of_nat_of_neg (by simpa only [boundState, Int.natAbs_natCast] using geo)
      (by simpa only [boundState, Int.natAbs_neg, Int.natAbs_natCast] using geo)
  refine ⟨hsum, fun n => ?_, (energy_eq_iff ht hq hg hsum).2 fun n => by simp [boundState]⟩
  have h2 := (ratio_spec hq (n - 1)).2
  rw [sub_add_cancel] at h2
  have h3 : boundState q (n - 1) = (ratio q (n - 1))⁻¹ * boundState q n := by
    rw [h2, inv_mul_cancel_left₀ (ratio_spec hq (n - 1)).1.ne']
  rw [hamiltonian, (ratio_spec hq n).2, h3, groundEnergy_eq ht.le hq hg]
  linear_combination (-boundState q n) * ratio_site hg n

end

end ChainImpurity
```

```lean
#print axioms ChainImpurity.energy_lower_bound
#print axioms ChainImpurity.finite_lower_bound
#print axioms ChainImpurity.boundState_eigenvector
```

```
'ChainImpurity.energy_lower_bound' depends on axioms: [propext, Classical.choice, Quot.sound]
'ChainImpurity.finite_lower_bound' depends on axioms: [propext, Classical.choice, Quot.sound]
'ChainImpurity.boundState_eigenvector' depends on axioms: [propext, Classical.choice, Quot.sound]
```

## How the proof follows the derivation

Step 1 is `exists_decay` and `groundEnergy_eq`. In the first, `h1` and `h2` are the two inequalities for $s$, obtained by comparing squares, and `hinv` is $1/q = (s+g)/(2t)$. In the second, `h` is the completed square and `Real.sqrt_sq` takes the nonnegative root.

Step 2 is `ratio_spec`, where `omega` supplies the two relations between $|n|$ and $|n+1|$, and `ratio_site`, where `lt_trichotomy n 0` opens the three cases and only the middle one uses `hg`.

Step 3 is `hopping_summable` and `bond_hasSum`. The shift by one site is the bijection `Equiv.addRight (1 : ℤ)`. The facts `ha` and `hb` give the sums $a$ and $b$ by comparison with $(q + 1/q)\,x_n^2$ through `hle`, and `hb'` is the shifted form of $b$. Then `hsite` is the site balance times $x_n^2$, `hs` sums it, `hab` equates the two values of the same series, and `hfun` is the expansion of $\beta_n$.

In step 4, `energy_lower_bound` takes $q$ from `exists_decay` and applies `tsum_nonneg`; it discards $q < 1$, which the bound does not use. `finite_lower_bound` replaces both infinite sums by sums over `s`. In `energy_eq_iff`, `le_hasSum` bounds a single nonnegative term by the total, zero, which yields the recursion `hrec`. `Int.induction_on` handles site $0$, the step from $i$ to $i+1$ and the step from $-i$ to $-i-1$ for natural $i$, the last by cancelling $r_{-i-1}$.

In step 5, `Summable.of_nat_of_neg` joins the two geometric halves, `h3` is $\varphi_{n-1} = \varphi_n / r_{n-1}$, and the closing `linear_combination` multiplies the site balance by $-\varphi_n$. Attainment of the bound comes from `energy_eq_iff` with $x = \varphi$.

## Scope of the theorems

The minimum of the Rayleigh quotient is found here by a direct sum of squares for this one model; the general Rayleigh–Ritz principle is neither invoked nor proved. `hamiltonian` acts site by site on arbitrary real sequences. No theorem treats it as an operator on a Hilbert space, and the spectrum, the band of extended states and excited levels are not addressed. `energy` is defined by its formula, and the equality with $\sum_n x_n (Hx)_n$ is not among the statements.

Amplitudes are real, so complex states and magnetic phases on the bonds are not covered. The two bounds assume $t > 0$ and $g > 0$. Besides `hx`, `energy_eq_iff` assumes only $t > 0$, $q > 0$ and $(*)$, with no sign on $g$, and it includes $x = 0$ through $x_0 = 0$. For $g \le 0$ condition $(*)$ forces $q \ge 1$, so $\varphi$ is not square summable and $x = 0$ is the only case of equality. The equality case covers square-summable states only, and the theorems in $q$ apply to whichever $q$ meets their hypotheses, with uniqueness of $q$ left unstated.

Lean assigns the value $0$ to `∑'` of a series that is not summable, so `energy` and `normSq` carry their intended meaning only under `hx`, from which `hopping_summable` supplies convergence of the hopping series. The arithmetic is exact real arithmetic: rounding and solver tolerances are for the code to control, and no theorem states how fast the lowest eigenvalue of a cut chain approaches $E$.
